# The average of the N phase factors exp(2πijδ), j = 0, …, N−1, has squared modulus at least 4/π² when |δ| ≤ 1/(2N)

The theorem `phaseAmp_lower_bound` concerns the average A(δ) of the phase factors exp(2πijδ) over the levels j = 0, …, N−1 of a register, with N ≥ 1 and δ a real detuning. It states that |A(δ)|² ≥ 4/π² whenever |δ| ≤ 1/(2N), that is, up to half the register spacing 1/N; at zero detuning the value is 1. The attempt treats δ = 0 separately and otherwise starts from the identity N |A(δ)| |sin πδ| = |sin πNδ|. It bounds the right side from below by Jordan's inequality and |sin πδ| from above by π|δ|, then cancels the common factor N|δ|.

The failing Lean file:

```lean
import Mathlib

open scoped Real

namespace PhaseAmpLowerBound

noncomputable section

variable {H ι : Type*} [NormedAddCommGroup H] [InnerProductSpace ℂ H] [Fintype ι]
variable {N : ℕ} {U : Module.End ℂ H} {v : OrthonormalBasis ι ℂ H} {φ : ι → ℝ}

/-- The average of the phase factors `exp (2πi j δ)` over the `N ≥ 1` register levels. -/
def phaseAmp (N : ℕ) (δ : ℝ) : ℂ :=
  (N : ℂ)⁻¹ * ∑ j : Fin N, Complex.exp (2 * π * Complex.I * (j : ℕ) * δ)

/-- At zero detuning all phase factors add up coherently, for `N ≥ 1`. -/
theorem phaseAmp_zero (hN : 0 < N) : phaseAmp N 0 = 1 := by
  simp [phaseAmp, hN.ne']

/-- The distance of the phase factor `exp (2iθ)` from one is `2 |sin θ|`. -/
theorem norm_exp_sub_one (θ : ℝ) :
    ‖Complex.exp (2 * θ * Complex.I) - 1‖ = 2 * |Real.sin θ| := by
  have h : Complex.exp (2 * θ * Complex.I) - 1 =
      Complex.exp (θ * Complex.I) * (2 * Complex.I * Complex.sin θ) := by
    have h2 : (2 * θ * Complex.I : ℂ) = θ * Complex.I + θ * Complex.I := by ring
    rw [h2, Complex.exp_add, Complex.exp_mul_I]
    linear_combination Complex.sin_sq_add_cos_sq (θ : ℂ) -
      Complex.sin (θ : ℂ) ^ 2 * Complex.I_sq
  rw [h, norm_mul, Complex.norm_exp_ofReal_mul_I, one_mul, norm_mul, norm_mul,
    Complex.norm_I, ← Complex.ofReal_sin, Complex.norm_real, Real.norm_eq_abs]
  simp

/-- The geometric sum over `N ≥ 1` register levels gives
`N |A(δ)| |sin πδ| = |sin πNδ|` for the averaged phase factor `A`. -/
theorem phaseAmp_mul_sin (hN : 0 < N) (δ : ℝ) :
    N * ‖phaseAmp N δ‖ * |Real.sin (π * δ)| = |Real.sin (π * N * δ)| := by
  have hN' : (N : ℂ) ≠ 0 := Nat.cast_ne_zero.mpr hN.ne'
  have hq : ∀ j : ℕ, Complex.exp (2 * π * Complex.I * j * δ) =
      Complex.exp (2 * ((π * δ : ℝ) : ℂ) * Complex.I) ^ j := by
    intro j
    rw [← Complex.exp_nat_mul]
    congr 1
    push_cast
    ring
  have hlast : Complex.exp (2 * ((π * N * δ : ℝ) : ℂ) * Complex.I) =
      Complex.exp (2 * ((π * δ : ℝ) : ℂ) * Complex.I) ^ N := by
    rw [← hq]
    congr 1
    push_cast
    ring
  have hsum : (N : ℂ) * phaseAmp N δ *
      (Complex.exp (2 * ((π * δ : ℝ) : ℂ) * Complex.I) - 1) =
      Complex.exp (2 * ((π * N * δ : ℝ) : ℂ) * Complex.I) - 1 := by
    rw [phaseAmp, mul_inv_cancel_left₀ hN', hlast,
      Finset.sum_congr rfl (fun (j : Fin N) _ => hq j),
      Fin.sum_univ_eq_sum_range
        (fun j => Complex.exp (2 * ((π * δ : ℝ) : ℂ) * Complex.I) ^ j) N, geom_sum_mul]
  have h := congrArg norm hsum
  rw [norm_mul, norm_mul, norm_exp_sub_one, norm_exp_sub_one, Complex.norm_natCast] at h
  linarith

/-- For `N ≥ 1` and a detuning of at most half a register spacing, the averaged phase factor
has squared modulus at least `4/π²`. -/
theorem phaseAmp_lower_bound (hN : 0 < N) (δ : ℝ) (hδ : |δ| ≤ 1 / (2 * N)) :
    4 / π ^ 2 ≤ ‖phaseAmp N δ‖ ^ 2 := by
  have hpi := Real.pi_pos
  have hNr : (0 : ℝ) < N := Nat.cast_pos.mpr hN
  by_cases h0 : δ = 0
  · rw [h0, phaseAmp_zero hN, norm_one, div_le_iff₀ (by positivity)]
    nlinarith [Real.pi_gt_three]
  have hpos : 0 < |δ| := abs_pos.2 h0
  have hs : ∀ y : ℝ, |Real.sin |y|| = |Real.sin y| := by
    intro y
    rcases abs_choice y with h | h
    · rw [h]
    · rw [h, Real.sin_neg, abs_neg]
  have hhalf : N * |δ| ≤ 1 / 2 := by
    rw [le_div_iff₀ (by positivity)] at hδ
    linarith
  have hone : |δ| ≤ N * |δ| :=
    le_mul_of_one_le_left hpos.le (Nat.one_le_cast.mpr hN)
  -- Jordan's inequality bounds the numerator from below
  have hlow : 2 * (N * |δ|) ≤ |Real.sin (π * N * δ)| := by
    have e : |π * N * δ| = π * (N * |δ|) := by
      rw [abs_mul, abs_mul, abs_of_pos hpi, abs_of_pos hNr, mul_assoc]
    rw [← hs, e]
    calc 2 * (N * |δ|) = 2 / π * (π * (N * |δ|)) := by field_simp
      _ ≤ Real.sin (π * (N * |δ|)) :=
        Real.mul_le_sin (by positivity) (by nlinarith)
      _ ≤ _ := le_abs_self _
  have hup : |Real.sin (π * δ)| ≤ π * |δ| := by
    rw [← hs, abs_mul, abs_of_pos hpi, abs_of_nonneg
      (Real.sin_nonneg_of_nonneg_of_le_pi (by positivity) (by nlinarith))]
    exact Real.sin_le (by positivity)
  have hmul : 2 * (N * |δ|) ≤ (‖phaseAmp N δ‖ * π) * (N * |δ|) := by
    calc 2 * (N * |δ|) ≤ |Real.sin (π * N * δ)| := hlow
      _ = N * ‖phaseAmp N δ‖ * |Real.sin (π * δ)| := (phaseAmp_mul_sin hN δ).symm
      _ ≤ N * ‖phaseAmp N δ‖ * (π * |δ|) := by gcongr
      _ = _ := by ring
  have h2 := le_of_mul_le_mul_right hmul (mul_pos hNr hpos)
  rw [div_le_iff₀ (by positivity)]
  nlinarith [sq_nonneg (‖phaseAmp N δ‖ * π - 2)]

end

end PhaseAmpLowerBound
```

The compiler's answer:

```
Main.lean:72:35: error: unexpected token '='; expected term
Main.lean:72:32: error: Application type mismatch: The argument
  y
has type
  ℝ
but is expected to have type
  Bool
in the application
  or y
Main.lean:72:21: error(lean.synthInstanceFailed): failed to synthesize instance of type class
  AddGroup Prop

Hint: Type class instance resolution failures can be inspected with the `set_option trace.Meta.synthInstance true` command.
Main.lean:65:38: error: unsolved goals
case hs
N : ℕ
hN : 0 < N
δ : ℝ
hδ : |δ| ≤ 1 / (2 * ↑N)
hpi : 0 < π
hNr : 0 < ↑N
h0 : ¬δ = 0
hpos : 0 < |δ|
⊢ ∀ (y : ℝ), sorry

case neg
N : ℕ
hN : 0 < N
δ : ℝ
hδ : |δ| ≤ 1 / (2 * ↑N)
hpi : 0 < π
hNr : 0 < ↑N
h0 : ¬δ = 0
hpos : 0 < |δ|
hs : ∀ (y : ℝ), sorry
⊢ 4 / π ^ 2 ≤ ‖phaseAmp N δ‖ ^ 2
```

Lean accepts the file once it reads:

```diff
@@ -70,5 +70,5 @@
     nlinarith [Real.pi_gt_three]
   have hpos : 0 < |δ| := abs_pos.2 h0
-  have hs : ∀ y : ℝ, |Real.sin |y|| = |Real.sin y| := by
+  have hs : ∀ y : ℝ, |Real.sin (|y|)| = |Real.sin y| := by
     intro y
     rcases abs_choice y with h | h
@@ -90,6 +90,8 @@
       _ ≤ _ := le_abs_self _
   have hup : |Real.sin (π * δ)| ≤ π * |δ| := by
-    rw [← hs, abs_mul, abs_of_pos hpi, abs_of_nonneg
-      (Real.sin_nonneg_of_nonneg_of_le_pi (by positivity) (by nlinarith))]
+    have hd : |δ| ≤ 1 / 2 := hone.trans hhalf
+    have hsin : 0 ≤ Real.sin (π * |δ|) :=
+      Real.sin_nonneg_of_nonneg_of_le_pi (by positivity) (by nlinarith)
+    rw [← hs, abs_mul, abs_of_pos hpi, abs_of_nonneg hsin]
     exact Real.sin_le (by positivity)
   have hmul : 2 * (N * |δ|) ≤ (‖phaseAmp N δ‖ * π) * (N * |δ|) := by
```

What went wrong. In the statement of `hs`, the two adjacent closing bars of `|Real.sin |y||` are read as the Boolean "or", `||`. Lean therefore wants a second operand where it finds `=`, and complains that the real number `y` is not a `Bool`. The `AddGroup Prop` error is a consequence of the same misreading. The statement of `hs` becomes `sorry` and the proof breaks off there, leaving both `hs` and the main goal unsolved. Writing `(|y|)` separates the bars and cures all the reported errors.

The second change concerns a later step, on which the messages are silent because Lean never got that far. There the nonnegativity proof was written inside `rw` without saying which sine it was about, so `positivity` and `nlinarith` would have had to run with the angle still unknown. The new `hsin` states the claim for `π * |δ|` before the rewrite. The added `hd` spells out `|δ| ≤ 1 / 2`, which already follows from `hone` and `hhalf`, and hands `nlinarith` the bound directly.
